# A Hermitian 2×2 spin matrix has real diagonal entries and mutually conjugate off-diagonal entries

A Hermitian operator on a single spin-1/2, written in an orthonormal basis, is a 2×2 complex matrix equal to its own conjugate transpose. The lemma spells this out in real and imaginary parts: both diagonal entries have zero imaginary part, and the two off-diagonal entries have equal real parts and opposite imaginary parts. Only Hermiticity is assumed; the matrix need not be positive or have trace one, and no Hamiltonian enters. The attempt takes the entrywise form of Hermiticity, `hr.apply`, applies `Complex.re` or `Complex.im` to both sides, and assembles the four claims from the results.

Lean 4 with Mathlib refuses this proof:

```lean
import Mathlib

open Matrix
open scoped ComplexOrder

namespace HubbardSpinDensity

noncomputable section

/-- A Hermitian spin matrix has real diagonal entries and conjugate off-diagonal entries. -/
theorem hermitian_entries {r : Matrix (Fin 2) (Fin 2) ℂ} (hr : r.IsHermitian) :
    (r 0 0).im = 0 ∧ (r 1 1).im = 0 ∧ (r 1 0).re = (r 0 1).re ∧
      (r 1 0).im = -(r 0 1).im := by
  have h0 : -(r 0 0).im = (r 0 0).im := congrArg Complex.im (hr.apply 0 0)
  have h1 : -(r 1 1).im = (r 1 1).im := congrArg Complex.im (hr.apply 1 1)
  have h2 : (r 0 1).re = (r 1 0).re := congrArg Complex.re (hr.apply 1 0)
  have h3 : -(r 0 1).im = (r 1 0).im := congrArg Complex.im (hr.apply 1 0)
  exact ⟨by linarith, by linarith, h2.symm, h3.symm⟩

end

end HubbardSpinDensity
```

The compiler's answer:

```
Main.lean:16:59: error: Application type mismatch: The argument
  IsHermitian.apply hr 1 0
has type
  star (r 0 1) = r 1 0
but is expected to have type
  r 0 1 = r 1 0
in the application
  congrArg Complex.re (IsHermitian.apply hr 1 0)
```

What went wrong. The message concerns `h2`, the equality of real parts. `hr.apply 1 0` proves `star (r 0 1) = r 1 0`, but Lean expected a proof of `r 0 1 = r 1 0`. The stated type of `h2` has the form `Complex.re` of something on both sides, so Lean matched `congrArg Complex.re` against it and read off `r 0 1` and `r 1 0` as the two numbers to be proved equal. That is stronger than equality of their real parts, and Hermiticity does not give it: the conjugation is missing.

The repair states `h2` with `star (r 0 1)` on the left, so that the equation Lean expects is the one `hr.apply 1 0` supplies. The added `rw` then removes the conjugation: `Complex.star_def` rewrites `star` as complex conjugation, and `Complex.conj_re` says that conjugation leaves the real part unchanged. `h2` thus becomes the equality first intended, and the final line can use `h2.symm` as before.

The change, after which it compiles:

```diff
@@ -14,5 +14,6 @@
   have h0 : -(r 0 0).im = (r 0 0).im := congrArg Complex.im (hr.apply 0 0)
   have h1 : -(r 1 1).im = (r 1 1).im := congrArg Complex.im (hr.apply 1 1)
-  have h2 : (r 0 1).re = (r 1 0).re := congrArg Complex.re (hr.apply 1 0)
+  have h2 : (star (r 0 1)).re = (r 1 0).re := congrArg Complex.re (hr.apply 1 0)
+  rw [Complex.star_def, Complex.conj_re] at h2
   have h3 : -(r 0 1).im = (r 1 0).im := congrArg Complex.im (hr.apply 1 0)
   exact ⟨by linarith, by linarith, h2.symm, h3.symm⟩
```
